# The Tikhonov-regularised inverse of a real matrix tends to its Penrose inverse as the shift goes to zero from above

## Real matrices, dot products and the four Penrose equations

Let $A$ be a real matrix with rows indexed by a finite set $m$ and columns by a finite set $n$. In Lean, `m` and `n` are these index sets and not numbers. For real vectors, $v\cdot w=\sum_k v_kw_k$ (written `⬝ᵥ`) and $|v|^2=v\cdot v$; a matrix acts on a vector through `*ᵥ`. A scalar added to a square matrix means that multiple of the identity, so $A^TA+\varepsilon$ is `Aᵀ * A + ε • 1`.

```lean
import Mathlib

open Matrix Filter Topology

namespace TikhonovLimit

noncomputable section

variable {m n : Type*} [Fintype m] [Fintype n]
```

A matrix $X$, with rows indexed by $n$ and columns by $m$, is a Penrose inverse of $A$ when

$$AXA=A,\qquad XAX=X,\qquad (AX)^T=AX,\qquad (XA)^T=XA .$$

The last two equations make $AX$ and $XA$ orthogonal projectors, onto the range of $A$ and onto the orthogonal complement of its kernel.

```lean
/-- The four Penrose equations: `X` is the Penrose inverse of the real rectangular matrix `A`. -/
structure IsPenroseInverse (A : Matrix m n ℝ) (X : Matrix n m ℝ) : Prop where
  inner_eq : A * X * A = A
  outer_eq : X * A * X = X
  range_symm : (A * X)ᵀ = A * X
  corange_symm : (X * A)ᵀ = X * A
```

The theorems take an $X$ with these properties as given; its existence for a general $A$ is assumed and not derived. No condition is placed on the rank or shape of $A$.

## The Gram matrix and the Penrose inverse

Moving one factor of $A$ across the dot product gives

$$v\cdot(A^TA\,w)=(Av)\cdot(Aw).$$

With $w=v$ this is $|Av|^2\ge 0$, the positivity on which the later estimates rest.

```lean
/-- The Gram matrix `AᵀA`, taken between two vectors, is the overlap of their images under `A`. -/
theorem gram_form (A : Matrix m n ℝ) (v w : n → ℝ) :
    v ⬝ᵥ ((Aᵀ * A) *ᵥ w) = (A *ᵥ v) ⬝ᵥ (A *ᵥ w) := by
  rw [← Matrix.mulVec_mulVec, Matrix.dotProduct_mulVec, Matrix.vecMul_transpose]
```

Two identities follow from the Penrose equations. First, $A^TAX=A^T(AX)^T=(AXA)^T=A^T$, so $X$ solves the normal equations. Secondly,

$$A^TA\,(XX^TX)=A^TX^TX=(XA)^TX=XAX=X .$$

Thus $X$ is the Gram matrix applied to $Y=XX^TX$, and this $Y$ will set the size of the error.

```lean
/-- The Penrose inverse solves the normal equations `AᵀA X = Aᵀ`, and it lies in the range of
the Gram matrix: `AᵀA (X Xᵀ X) = X`. -/
theorem penrose_gram {A : Matrix m n ℝ} {X : Matrix n m ℝ} (h : IsPenroseInverse A X) :
    Aᵀ * A * X = Aᵀ ∧ Aᵀ * A * (X * Xᵀ * X) = X := by
  have hn : Aᵀ * A * X = Aᵀ := by
    calc Aᵀ * A * X = Aᵀ * (A * X)ᵀ := by rw [h.range_symm, Matrix.mul_assoc]
      _ = (A * X * A)ᵀ := by rw [Matrix.transpose_mul (A * X) A]
      _ = Aᵀ := by rw [h.inner_eq]
  refine ⟨hn, ?_⟩
  calc Aᵀ * A * (X * Xᵀ * X) = (Aᵀ * A * X) * Xᵀ * X := by simp only [Matrix.mul_assoc]
    _ = Aᵀ * Xᵀ * X := by rw [hn]
    _ = (X * A)ᵀ * X := by rw [Matrix.transpose_mul]
    _ = X := by rw [h.corange_symm, h.outer_eq]
```

## The regularised inverse as a penalised least-squares solution

The regularised inverse is

$$T_\varepsilon=(A^TA+\varepsilon)^{-1}A^T .$$

```lean
variable [DecidableEq n]

/-- The Tikhonov-regularised inverse `(AᵀA + ε)⁻¹ Aᵀ`. -/
def tikhonov (A : Matrix m n ℝ) (ε : ℝ) : Matrix n m ℝ :=
  (Aᵀ * A + ε • (1 : Matrix n n ℝ))⁻¹ * Aᵀ
```

For data $b$, it belongs to the functional

$$F(x)=|Ax-b|^2+\varepsilon|x|^2,$$

in which $\varepsilon$ is the price put on large coefficients.

```lean
/-- The penalised least-squares functional `|A x - b|² + ε |x|²`. -/
def tikhonovCost (A : Matrix m n ℝ) (b : m → ℝ) (ε : ℝ) (x : n → ℝ) : ℝ :=
  (A *ᵥ x - b) ⬝ᵥ (A *ᵥ x - b) + ε * (x ⬝ᵥ x)
```

Let $\varepsilon>0$ and suppose that $(A^TA+\varepsilon)v=0$. The dot product with $v$ gives $|Av|^2+\varepsilon|v|^2=0$. Both terms are non-negative, so $|v|^2=0$ and $v=0$. A square matrix with trivial kernel is invertible.

```lean
/-- A positive shift makes the Gram matrix of any real matrix invertible. -/
theorem isUnit_shifted_gram (A : Matrix m n ℝ) {ε : ℝ} (hε : 0 < ε) :
    IsUnit (Aᵀ * A + ε • (1 : Matrix n n ℝ)) := by
  rw [Matrix.isUnit_iff_isUnit_det, isUnit_iff_ne_zero]
  intro h0
  -- a kernel vector `v` would satisfy `|A v|² + ε |v|² = 0`
  obtain ⟨v, hv, h⟩ := Matrix.exists_mulVec_eq_zero_iff.mpr h0
  have h1 := congrArg (fun w => v ⬝ᵥ w) h
  simp only [Matrix.add_mulVec, Matrix.smul_mulVec, Matrix.one_mulVec, dotProduct_add,
    gram_form, dotProduct_smul, smul_eq_mul, dotProduct_zero] at h1
  have h2 : 0 ≤ (A *ᵥ v) ⬝ᵥ (A *ᵥ v) := Finset.sum_nonneg fun i _ => mul_self_nonneg _
  have h3 : 0 ≤ v ⬝ᵥ v := Finset.sum_nonneg fun i _ => mul_self_nonneg _
  have h4 : ε * (v ⬝ᵥ v) = 0 := by linarith [mul_nonneg hε.le h3]
  exact hv (dotProduct_self_eq_zero.mp ((mul_eq_zero.mp h4).resolve_left hε.ne'))
```

The Lean proof runs by contradiction: a zero determinant supplies a nonzero kernel vector, which the same computation forces to vanish.

Since the inverse is now a true one, multiplying $T_\varepsilon$ by the shifted Gram matrix gives

$$(A^TA+\varepsilon)\,T_\varepsilon=A^T .$$

```lean
/-- For `ε > 0`, the regularised inverse solves the shifted normal equations `(AᵀA + ε) T = Aᵀ`. -/
theorem shifted_gram_mul_tikhonov (A : Matrix m n ℝ) {ε : ℝ} (hε : 0 < ε) :
    (Aᵀ * A + ε • (1 : Matrix n n ℝ)) * tikhonov A ε = Aᵀ :=
  Matrix.mul_nonsing_inv_cancel_left _ _
    ((Matrix.isUnit_iff_isUnit_det _).mp (isUnit_shifted_gram A hε))
```

Put $x_0=T_\varepsilon b$ and $x=x_0+d$. Expanding the functional,

$$F(x)=F(x_0)+2\big[(Ad)\cdot(Ax_0-b)+\varepsilon\,d\cdot x_0\big]+|Ad|^2+\varepsilon|d|^2 .$$

The bracket is the dot product of $d$ with $(A^TA+\varepsilon)x_0-A^Tb=0$, so it vanishes. What remains is positive unless $d=0$, and $x_0$ is therefore the unique minimiser.

```lean
/-- For `ε > 0`, the penalised cost of any `x` exceeds that of the regularised solution `x₀ = T b`
by exactly `|A (x - x₀)|² + ε |x - x₀|²`. -/
theorem tikhonovCost_eq (A : Matrix m n ℝ) (b : m → ℝ) {ε : ℝ} (hε : 0 < ε) (x : n → ℝ) :
    tikhonovCost A b ε x = tikhonovCost A b ε (tikhonov A ε *ᵥ b) +
      ((A *ᵥ (x - tikhonov A ε *ᵥ b)) ⬝ᵥ (A *ᵥ (x - tikhonov A ε *ᵥ b)) +
        ε * ((x - tikhonov A ε *ᵥ b) ⬝ᵥ (x - tikhonov A ε *ᵥ b))) := by
  have hn : (Aᵀ * A + ε • (1 : Matrix n n ℝ)) *ᵥ (tikhonov A ε *ᵥ b) = Aᵀ *ᵥ b := by
    rw [Matrix.mulVec_mulVec, shifted_gram_mul_tikhonov A hε]
  generalize tikhonov A ε *ᵥ b = x₀ at hn ⊢
  obtain ⟨d, rfl⟩ : ∃ d, x = x₀ + d := ⟨x - x₀, by abel⟩
  -- stationarity: the term linear in the displacement `d` vanishes
  have hc : (A *ᵥ d) ⬝ᵥ (A *ᵥ x₀) + ε * (d ⬝ᵥ x₀) = (A *ᵥ d) ⬝ᵥ b := by
    have h1 := congrArg (fun w => d ⬝ᵥ w) hn
    simp only [Matrix.add_mulVec, Matrix.smul_mulVec, Matrix.one_mulVec, dotProduct_add,
      gram_form, dotProduct_smul, smul_eq_mul] at h1
    rw [h1, Matrix.dotProduct_mulVec, Matrix.vecMul_transpose]
  simp only [tikhonovCost, add_sub_cancel_left, Matrix.mulVec_add, add_dotProduct,
    dotProduct_add, sub_dotProduct, dotProduct_sub]
  rw [dotProduct_comm (A *ᵥ x₀) (A *ᵥ d), dotProduct_comm b (A *ᵥ d), dotProduct_comm x₀ d]
  linear_combination 2 * hc
```

The vanishing bracket is `hc`, and `linear_combination 2 * hc` removes it from the expansion. This identity gives $T_\varepsilon$ its variational meaning; the limit does not depend on it.

## An error linear in the shift

Suppose that $(A^TA+\varepsilon)e=\varepsilon A^TA\,y$ with $\varepsilon>0$. Rearranged, this reads $A^TA(e-\varepsilon y)=-\varepsilon e$. The dot product with $e-\varepsilon y$ gives

$$0\le|A(e-\varepsilon y)|^2=-\varepsilon\,\big(|e|^2-\varepsilon\,y\cdot e\big),$$

hence $|e|^2\le\varepsilon\,y\cdot e$. From $0\le|e-\varepsilon y|^2$ we also have $2\varepsilon\,y\cdot e\le|e|^2+\varepsilon^2|y|^2$. Together,

$$2|e|^2\le|e|^2+\varepsilon^2|y|^2,\qquad\text{so}\qquad |e|^2\le\varepsilon^2|y|^2 .$$

```lean
/-- If `(AᵀA + ε) e = ε AᵀA y` with `ε > 0`, then `|e|² ≤ ε² |y|²`. -/
theorem filter_bound (A : Matrix m n ℝ) {ε : ℝ} (hε : 0 < ε) {e y : n → ℝ}
    (h : (Aᵀ * A + ε • (1 : Matrix n n ℝ)) *ᵥ e = ε • ((Aᵀ * A) *ᵥ y)) :
    e ⬝ᵥ e ≤ ε ^ 2 * (y ⬝ᵥ y) := by
  rw [Matrix.add_mulVec, Matrix.smul_mulVec, Matrix.one_mulVec] at h
  have hd : (Aᵀ * A) *ᵥ (e - ε • y) = -(ε • e) := by
    rw [Matrix.mulVec_sub, Matrix.mulVec_smul, ← h]
    abel
  -- positivity of the Gram matrix on `e - ε y`
  have h1 := gram_form A (e - ε • y) (e - ε • y)
  have h2 : 0 ≤ (A *ᵥ (e - ε • y)) ⬝ᵥ (A *ᵥ (e - ε • y)) :=
    Finset.sum_nonneg fun i _ => mul_self_nonneg _
  have h3 : 0 ≤ (e - ε • y) ⬝ᵥ (e - ε • y) := Finset.sum_nonneg fun i _ => mul_self_nonneg _
  rw [← h1, hd] at h2
  simp only [dotProduct_neg, dotProduct_smul, sub_dotProduct, dotProduct_sub,
    smul_dotProduct, smul_eq_mul] at h2 h3
  rw [dotProduct_comm e y] at h3
  have h4 : e ⬝ᵥ e - ε * (y ⬝ᵥ e) ≤ 0 := by
    by_contra hc
    have h5 := mul_pos hε (not_le.mp hc)
    nlinarith
  nlinarith
```

In the code, `h2` and `h3` are the two positivity statements, `h4` is the first inequality, and the final `nlinarith` combines them.

Now let $E=X-T_\varepsilon$. The normal equations for $X$ and for $T_\varepsilon$ give

$$(A^TA+\varepsilon)E=A^T+\varepsilon X-A^T=\varepsilon X=\varepsilon A^TA\,Y .$$

Column $j$ of this equation has the form just treated, with $e$ and $y$ the $j$-th columns of $E$ and $Y$. One squared entry is at most the sum over its column, so

$$|(T_\varepsilon)_{ij}-X_{ij}|\le\varepsilon\Big(\sum_k Y_{kj}^2\Big)^{1/2}.$$

```lean
/-- For `ε > 0`, each entry of the regularised inverse differs from that of the Penrose inverse `X`
by at most `ε` times the length of the corresponding column of `X Xᵀ X`. -/
theorem tikhonov_entry_error {A : Matrix m n ℝ} {X : Matrix n m ℝ} (h : IsPenroseInverse A X)
    {ε : ℝ} (hε : 0 < ε) (i : n) (j : m) :
    |tikhonov A ε i j - X i j| ≤ ε * √(∑ k, (X * Xᵀ * X) k j ^ 2) := by
  classical
  -- the error matrix solves a shifted Gram equation with a source of order `ε`
  have hM : (Aᵀ * A + ε • (1 : Matrix n n ℝ)) * (X - tikhonov A ε)
      = ε • (Aᵀ * A * (X * Xᵀ * X)) := by
    rw [Matrix.mul_sub, shifted_gram_mul_tikhonov A hε, Matrix.add_mul, (penrose_gram h).1,
      Matrix.smul_mul, Matrix.one_mul, (penrose_gram h).2]
    exact add_sub_cancel_left _ _
  have hb := filter_bound A hε (e := (X - tikhonov A ε) *ᵥ Pi.single j 1)
    (y := (X * Xᵀ * X) *ᵥ Pi.single j 1)
    (by rw [Matrix.mulVec_mulVec, Matrix.mulVec_mulVec, hM, Matrix.smul_mulVec])
  have hcol : ∀ M : Matrix n m ℝ, M *ᵥ Pi.single j 1 = fun k => M k j := by
    intro M
    ext k
    simp
  rw [hcol, hcol] at hb
  have hi : (X i j - tikhonov A ε i j) ^ 2 ≤ ε ^ 2 * ∑ k, (X * Xᵀ * X) k j ^ 2 := by
    refine le_trans ?_ (hb.trans_eq ?_)
    · rw [sq]
      exact Finset.single_le_sum
        (f := fun k => (X - tikhonov A ε) k j * (X - tikhonov A ε) k j)
        (fun k _ => mul_self_nonneg _) (Finset.mem_univ i)
    · simp only [dotProduct, sq]
  have hs := Real.abs_le_sqrt hi
  rwa [Real.sqrt_mul (sq_nonneg ε), Real.sqrt_sq hε.le, abs_sub_comm] at hs
```

Multiplication by the unit vector `Pi.single j 1` extracts the column, and `Real.abs_le_sqrt` takes the root.

The constant does not depend on $\varepsilon$, but it can be large. For the one-by-one matrix $A=(\sigma)$ with $\sigma>0$, the bound is $\varepsilon/\sigma^3$. In electronic-structure codes this bears on least-squares fits in nearly dependent basis sets: for a fixed, finite real matrix in exact arithmetic, the bound controls the bias introduced by the shift, but it says nothing about rounding errors.

## The limit from above

For fixed $i$ and $j$ the right-hand side of the bound tends to zero with $\varepsilon$, and the error is squeezed between zero and it:

$$\lim_{\varepsilon\to0^+}(T_\varepsilon)_{ij}=X_{ij}.$$

```lean
/-- Tikhonov limit: `AᵀA + ε` is invertible for every `ε > 0`, and `(AᵀA + ε)⁻¹ Aᵀ` converges
entrywise to the Penrose inverse of `A` as `ε` tends to zero from above. -/
theorem tikhonov_limit {A : Matrix m n ℝ} {X : Matrix n m ℝ} (h : IsPenroseInverse A X) :
    (∀ ε : ℝ, 0 < ε → IsUnit (Aᵀ * A + ε • (1 : Matrix n n ℝ))) ∧
      ∀ i j, Tendsto (fun ε : ℝ => tikhonov A ε i j) (𝓝[>] 0) (𝓝 (X i j)) := by
  refine ⟨fun ε hε => isUnit_shifted_gram A hε, fun i j => ?_⟩
  have hc : Continuous fun ε : ℝ => ε * √(∑ k, (X * Xᵀ * X) k j ^ 2) := by fun_prop
  have h0 := hc.tendsto 0
  simp only [zero_mul] at h0
  -- squeeze the error between zero and its linear bound
  rw [tendsto_iff_norm_sub_tendsto_zero]
  refine squeeze_zero' (Eventually.of_forall fun ε => norm_nonneg _) ?_
    (h0.mono_left nhdsWithin_le_nhds)
  filter_upwards [self_mem_nhdsWithin] with ε hε
  rw [Real.norm_eq_abs]
  exact tikhonov_entry_error h hε i j
```

The first half of the theorem is invertibility for every positive shift. In the second, `𝓝[>] 0` says that $\varepsilon$ approaches zero through positive values, and `squeeze_zero'` carries out the squeeze.

## A limit that misses $X$ when one Penrose equation is dropped

Take $A=(1\;\;0)$ and $X=(1,t)^T$ with $t\ne0$. Then $AX=1$, so the first three Penrose equations hold, but

$$XA=\begin{pmatrix}1&0\\t&0\end{pmatrix}$$

is not symmetric. Here $T_\varepsilon=(1/(1+\varepsilon),\,0)^T$, which tends to $(1,0)^T$ and not to $X$. The fourth equation excludes the kernel component $t$, which the penalty $\varepsilon|x|^2$ also suppresses.

## A rank-one matrix with a singular Gram matrix

Let

$$A=\begin{pmatrix}1&1\\1&1\\0&0\end{pmatrix},\qquad X=\tfrac14A^T,\qquad A^TA=\begin{pmatrix}2&2\\2&2\end{pmatrix}.$$

The determinant of $A^TA$ is zero, so $(A^TA)^{-1}A^T$ is not available without a shift. Each column of $A^T$ is either zero or an eigenvector of $A^TA$ with eigenvalue 4, so $T_\varepsilon=A^T/(4+\varepsilon)$ for $\varepsilon>0$, which tends to $X$. The four Penrose equations are checked entry by entry, and the singularity through the determinant.

```lean
/-- An explicit 3 by 2 matrix with linearly dependent columns, its Penrose inverse, and the
fact that its unshifted Gram matrix is not invertible. -/
theorem isPenroseInverse_witness :
    IsPenroseInverse (!![1, 1; 1, 1; 0, 0] : Matrix (Fin 3) (Fin 2) ℝ)
      !![1/4, 1/4, 0; 1/4, 1/4, 0] ∧
    ¬ IsUnit ((!![1, 1; 1, 1; 0, 0] : Matrix (Fin 3) (Fin 2) ℝ)ᵀ *
      (!![1, 1; 1, 1; 0, 0] : Matrix (Fin 3) (Fin 2) ℝ)) := by
  refine ⟨⟨?_, ?_, ?_, ?_⟩, ?_⟩
  iterate 4
    · ext i j
      fin_cases i <;> fin_cases j <;> norm_num [Matrix.mul_apply, Fin.sum_univ_succ]
  · rw [Matrix.isUnit_iff_isUnit_det, Matrix.det_fin_two]
    norm_num [Matrix.mul_apply, Fin.sum_univ_succ]

end

end TikhonovLimit
```

```lean
#print axioms TikhonovLimit.tikhonovCost_eq
#print axioms TikhonovLimit.tikhonov_limit
```

```
'TikhonovLimit.tikhonovCost_eq' depends on axioms: [propext, Classical.choice, Quot.sound]
'TikhonovLimit.tikhonov_limit' depends on axioms: [propext, Classical.choice, Quot.sound]
```
